# An attractive Coulomb tail admits any finite number of disjoint trial functions with negative energy

## One bump, stretched

Take a single smooth bump on \([1,2]\) and stretch it to \([L,2L]\), far out in a potential \(-c/r\) with \(c>0\). Per unit norm, its kinetic energy falls as \(1/L^2\), but its attraction only as \(1/L\). For large \(L\) the attraction wins and the energy is negative. More bumps can then be placed further out, without overlap.

## Rydberg states and the tail

Let \(u\) be the reduced radial function of an s state, \(v\) a fixed spherical potential, and, in atomic units,
\[
E[u]=\int_0^\infty\Big(\tfrac12u'(r)^2+v(r)\,u(r)^2\Big)\,dr .
\]
Assume that \(v\) is continuous on \((0,\infty)\) and \(v(r)\le -c/r\) for \(r\ge R\), with \(c,R>0\). If \(r\,v(r)\to-Z\) as \(r\to\infty\), so that a distant electron sees a net charge \(Z\), then \(c\le Z\). Conversely, if \(Z>0\), the bound holds for every positive \(c<Z\) once \(R\) is large enough.

For non-interacting electrons in a potential with such a limit and \(Z>0\), for instance a Kohn–Sham potential with a Coulomb tail, the trial functions below are the variational input for a Rydberg series. Passing from them to bound states takes the min-max principle and spectral information about the Hamiltonian, which the file does not treat.

## What is stated

`IsTailTrial R u` says that \(u\) is continuously differentiable and that its closed support, `tsupport u`, is compact and lies in \((R,\infty)\). `radialEnergy v u` is \(E[u]\), without normalisation. The index type `Fin k` runs over \(0,\dots,k-1\).

- `exists_disjoint_negative_trials`: for every \(k\) there are \(k\) nonzero trial functions with pairwise disjoint closed supports and negative energies.
- `exists_negative_subspace`: for every \(k\) there are \(k\) linearly independent trial functions whose nonzero real combinations all have negative energy.
- `inverseSquare_energy_nonneg`: for \(v=-1/(8r^2)\), no trial function with compact support in \((0,\infty)\) has negative energy.

## The derivation

Let \(b\) be the fixed bump, \(A=\int b'^2\), \(B=\int b^2>0\) and \(u_L(r)=b(r/L)\) with \(L>R\). Since \(u_L'(r)=b'(r/L)/L\), substituting \(x=r/L\) gives
\[
\tfrac12\int u_L'^2\,dr=\frac{A}{2L}.
\]
On the support \(r\le 2L\), so \(v(r)\le-c/r\le-c/(2L)\), and
\[
\int v\,u_L^2\,dr\le-\frac{c}{2L}\,LB=-\frac{cB}{2}.
\]
Hence
\[
E[u_L]\le\frac{A-cBL}{2L}<0\quad\text{if } L>\frac{A}{cB}.
\]
Dividing by \(\int u_L^2=LB\) gives the normalised bound \(A/(2BL^2)-c/(2L)\).

Put \(L_0=R+1+A/(cB)\), \(L_i=3^iL_0\) and \(u_i=u_{L_i}\). For \(i<j\), \(2L_i<3L_i\le L_j\), so the shells \([L_i,2L_i]\) are disjoint. All products \(u_iu_j\) and \(u_i'u_j'\) with \(i\ne j\) vanish, and therefore
\[
E\Big[\sum_i a_iu_i\Big]=\sum_i a_i^2E[u_i],
\]
which is negative unless every \(a_i=0\). A vanishing combination has energy zero, so its coefficients are all zero: the functions are linearly independent.

## A faster-decaying tail

Drop the Coulomb bound and take \(v=-1/(8r^2)\), which is attractive everywhere but lies above \(-c/r\) at large \(r\) for every \(c>0\). Expanding the square shows that
\[
\tfrac12u'^2-\frac{u^2}{8r^2}=\tfrac12\Big(u'-\frac{u}{2r}\Big)^2+\frac{d}{dr}\frac{u^2}{4r}.
\]
The last term integrates to zero because \(u\) has compact support in \((0,\infty)\). Thus \(E[u]\ge0\), and the conclusion fails already for \(k=1\).

## The Lean file

```lean
import Mathlib

open MeasureTheory Set
open scoped Topology

namespace RydbergTail

noncomputable section

/-- The energy, without normalisation, of a reduced s-state radial function `u` in the potential
`v`, in atomic units: the integral of `u'^2/2 + v u^2` over the half line. -/
def radialEnergy (v u : ℝ → ℝ) : ℝ :=
  ∫ r in Ioi (0 : ℝ), (deriv u r ^ 2 / 2 + v r * u r ^ 2)

/-- A continuously differentiable trial function whose support is compact and lies
beyond the radius `R`. -/
structure IsTailTrial (R : ℝ) (u : ℝ → ℝ) : Prop where
  smooth : ContDiff ℝ 1 u
  compact : HasCompactSupport u
  tail : tsupport u ⊆ Ioi R

/-- Data of a smooth bump centred at `3/2` with outer radius `1/2`. -/
def bumpData : ContDiffBump (3 / 2 : ℝ) := ⟨1 / 4, 1 / 2, by norm_num, by norm_num⟩

/-- A fixed smooth bump living between `1` and `2`. -/
def bump : ℝ → ℝ := bumpData

/-- The bump stretched by a length `L > 0`. -/
def dilatedBump (L r : ℝ) : ℝ := bump (r / L)

/-- The square of a continuous function of compact support is integrable. -/
theorem integrable_sq {f : ℝ → ℝ} (hf : Continuous f) (hc : HasCompactSupport f) :
    Integrable (fun r => f r ^ 2) := by
  refine (hf.pow 2).integrable_of_hasCompactSupport (hc.mono ?_)
  intro r hr
  rw [Function.mem_support] at hr ⊢
  intro h0
  exact hr (by simp [h0])

/-- A weight continuous on the open half line is integrable against a trial function
times any continuous function. -/
theorem integrable_weight {R : ℝ} {w u h : ℝ → ℝ} (hR : 0 ≤ R) (hu : IsTailTrial R u)
    (hw : ContinuousOn w (Ioi 0)) (hh : Continuous h) :
    Integrable (fun r => w r * (u r * h r)) := by
  have hcont : Continuous (fun r => w r * (u r * h r)) := by
    rw [continuous_iff_continuousAt]
    intro r
    by_cases hr : r ∈ tsupport u
    · have h0 : 0 < r := hR.trans_lt (mem_Ioi.mp (hu.tail hr))
      exact (hw.continuousAt (Ioi_mem_nhds h0)).mul
        (hu.smooth.continuous.continuousAt.mul hh.continuousAt)
    · have he := notMem_tsupport_iff_eventuallyEq.mp hr
      have hz : (fun s => w s * (u s * h s)) =ᶠ[𝓝 r] fun _ => 0 := by
        filter_upwards [he] with s hs
        simp [hs]
      exact continuousAt_const.congr hz.symm
  refine hcont.integrable_of_hasCompactSupport (hu.compact.mono ?_)
  intro r hr
  rw [Function.mem_support] at hr ⊢
  intro h0
  exact hr (by simp [h0])

/-- The energy density of a trial function is integrable, and its integral over the whole
line is the radial energy. -/
theorem energy_density {R : ℝ} {v u : ℝ → ℝ} (hR : 0 ≤ R) (hu : IsTailTrial R u)
    (hv : ContinuousOn v (Ioi 0)) :
    Integrable (fun r => deriv u r ^ 2 / 2 + v r * u r ^ 2) ∧
      radialEnergy v u = ∫ r, (deriv u r ^ 2 / 2 + v r * u r ^ 2) := by
  constructor
  · have h1 := integrable_sq (hu.smooth.continuous_deriv (by norm_num)) hu.compact.deriv
    have h2 : Integrable (fun r => v r * u r ^ 2) := by
      simpa only [pow_two] using integrable_weight hR hu hv hu.smooth.continuous
    exact (h1.div_const 2).add h2
  · unfold radialEnergy
    apply setIntegral_eq_integral_of_forall_compl_eq_zero
    intro r hr
    have hn : r ∉ tsupport u := fun h =>
      hr (mem_Ioi.mpr (hR.trans_lt (mem_Ioi.mp (hu.tail h))))
    have h1 : u r = 0 := image_eq_zero_of_notMem_tsupport hn
    have h2 : deriv u r = 0 := by
      by_contra h
      exact hn (support_deriv_subset (Function.mem_support.mpr h))
    simp [h1, h2]

/-- The bump stretched by `L` vanishes outside the shell from `L` to `2L`. -/
theorem tsupport_dilatedBump {L : ℝ} (hL : 0 < L) :
    tsupport (dilatedBump L) ⊆ Icc L (2 * L) := by
  refine closure_minimal ?_ isClosed_Icc
  intro r hr
  have hm : r / L ∈ Function.support (bumpData : ℝ → ℝ) := hr
  have ho : bumpData.rOut = 1 / 2 := rfl
  rw [bumpData.support_eq, Metric.mem_ball, Real.dist_eq, abs_lt, ho] at hm
  have h3 : 1 < r / L := by linarith [hm.1]
  have h4 : r / L < 2 := by linarith [hm.2]
  rw [lt_div_iff₀ hL] at h3
  rw [div_lt_iff₀ hL] at h4
  exact ⟨by linarith, h4.le⟩

/-- In a potential with an attractive Coulomb tail, every sufficiently stretched bump is a
trial function beyond `R` with negative energy. -/
theorem dilatedBump_energy_neg {v : ℝ → ℝ} {c R : ℝ} (hc : 0 < c) (hR : 0 < R)
    (hv : ContinuousOn v (Ioi 0)) (hvc : ∀ r, R ≤ r → v r ≤ -c / r) :
    ∃ L₀ > 0, ∀ L, L₀ ≤ L →
      IsTailTrial R (dilatedBump L) ∧ radialEnergy v (dilatedBump L) < 0 := by
  have hb : ContDiff ℝ 1 bump := by exact_mod_cast bumpData.contDiff (n := 1)
  have hbc : HasCompactSupport bump := bumpData.hasCompactSupport
  have iA := integrable_sq (hb.continuous_deriv (by norm_num)) hbc.deriv
  have iB := integrable_sq hb.continuous hbc
  obtain ⟨A, hA⟩ : ∃ A, A = ∫ x, deriv bump x ^ 2 := ⟨_, rfl⟩
  obtain ⟨B, hB⟩ : ∃ B, B = ∫ x, bump x ^ 2 := ⟨_, rfl⟩
  have hA0 : 0 ≤ A := hA ▸ integral_nonneg fun x => sq_nonneg _
  have hB0 : 0 < B := by
    have hm : (3 / 2 : ℝ) ∈ Function.support (bumpData : ℝ → ℝ) := by
      rw [bumpData.support_eq]
      exact Metric.mem_ball_self bumpData.rOut_pos
    rw [hB]
    exact integral_pos_of_integrable_nonneg_nonzero (x := 3 / 2) (hb.continuous.pow 2) iB
      (fun x => sq_nonneg _) (pow_ne_zero 2 hm)
  refine ⟨R + 1 + A / (c * B), by positivity, fun L hL => ?_⟩
  have hq : 0 ≤ A / (c * B) := by positivity
  have hLR : R < L := by linarith
  have hL0 : 0 < L := by linarith
  have hAL : A < c * B * L := by
    have h : A / (c * B) < L := by linarith
    rw [div_lt_iff₀ (by positivity)] at h
    linarith
  have hsub := tsupport_dilatedBump hL0
  have ht : IsTailTrial R (dilatedBump L) :=
    ⟨hb.comp (contDiff_id.div_const L),
      isCompact_Icc.of_isClosed_subset (isClosed_tsupport _) hsub,
      fun r hr => mem_Ioi.mpr (hLR.trans_le (hsub hr).1)⟩
  refine ⟨ht, ?_⟩
  obtain ⟨hint, heq⟩ := energy_density hR.le ht hv
  -- pointwise bound by a rescaled fixed profile
  have hpt : ∀ r, deriv (dilatedBump L) r ^ 2 / 2 + v r * dilatedBump L r ^ 2 ≤
      1 / (2 * L ^ 2) * deriv bump (r / L) ^ 2 - c / (2 * L) * bump (r / L) ^ 2 := by
    intro r
    have h1 : HasDerivAt (fun x : ℝ => x / L) (1 / L) r := (hasDerivAt_id' r).div_const L
    have h2 : HasDerivAt bump (deriv bump (r / L)) (r / L) :=
      (hb.differentiable (by norm_num) (r / L)).hasDerivAt
    have hd : deriv (dilatedBump L) r = deriv bump (r / L) * (1 / L) := (h2.comp r h1).deriv
    have hk : (deriv bump (r / L) * (1 / L)) ^ 2 / 2 =
        1 / (2 * L ^ 2) * deriv bump (r / L) ^ 2 := by ring
    have hp : v r * dilatedBump L r ^ 2 ≤ -(c / (2 * L)) * bump (r / L) ^ 2 := by
      by_cases h : bump (r / L) = 0
      · simp [dilatedBump, h]
      · have hm := hsub (subset_tsupport _ (Function.mem_support.mpr h))
        have hr2 : r ≤ 2 * L := hm.2
        have hr0 : 0 < r := hL0.trans_le hm.1
        have h3 : c / (2 * L) ≤ c / r := by gcongr
        have h4 := hvc r (hLR.le.trans hm.1)
        rw [neg_div] at h4
        exact mul_le_mul_of_nonneg_right (by linarith) (sq_nonneg _)
    rw [hd, hk]
    linarith
  have hG : Integrable (fun x => 1 / (2 * L ^ 2) * deriv bump x ^ 2
      - c / (2 * L) * bump x ^ 2) := (iA.const_mul _).sub (iB.const_mul _)
  have hval : ∫ x, (1 / (2 * L ^ 2) * deriv bump x ^ 2 - c / (2 * L) * bump x ^ 2) =
      1 / (2 * L ^ 2) * A - c / (2 * L) * B := by
    rw [integral_sub (iA.const_mul _) (iB.const_mul _), integral_const_mul,
      integral_const_mul, hA, hB]
  -- kinetic energy scales as 1/L, the potential bound does not depend on L
  rw [heq]
  calc _ ≤ ∫ r, (1 / (2 * L ^ 2) * deriv bump (r / L) ^ 2
        - c / (2 * L) * bump (r / L) ^ 2) := integral_mono hint (hG.comp_div hL0.ne') hpt
    _ = |L| • ∫ x, (1 / (2 * L ^ 2) * deriv bump x ^ 2 - c / (2 * L) * bump x ^ 2) :=
        Measure.integral_comp_div (fun x => 1 / (2 * L ^ 2) * deriv bump x ^ 2
          - c / (2 * L) * bump x ^ 2) L
    _ = (A - c * B * L) / (2 * L) := by
        rw [hval, abs_of_pos hL0, smul_eq_mul]
        field_simp
    _ < 0 := div_neg_of_neg_of_pos (by linarith) (by positivity)

/-- In a potential with an attractive Coulomb tail there are, for every `k`, `k` nonzero trial
functions beyond `R` with pairwise disjoint supports and negative energies. -/
theorem exists_disjoint_negative_trials {v : ℝ → ℝ} {c R : ℝ} (hc : 0 < c) (hR : 0 < R)
    (hv : ContinuousOn v (Ioi 0)) (hvc : ∀ r, R ≤ r → v r ≤ -c / r) (k : ℕ) :
    ∃ u : Fin k → ℝ → ℝ,
      (∀ i, IsTailTrial R (u i) ∧ u i ≠ 0 ∧ radialEnergy v (u i) < 0) ∧
      Pairwise (fun i j => Disjoint (tsupport (u i)) (tsupport (u j))) := by
  obtain ⟨L₀, h0, h⟩ := dilatedBump_energy_neg hc hR hv hvc
  have hs : ∀ i : Fin k, L₀ ≤ L₀ * 3 ^ (i : ℕ) := fun i =>
    le_mul_of_one_le_right h0.le (one_le_pow₀ (by norm_num))
  -- the shells [L, 2L] with L = L₀ 3^i do not meet
  have hlt : ∀ i j : Fin k, i < j → Disjoint (tsupport (dilatedBump (L₀ * 3 ^ (i : ℕ))))
      (tsupport (dilatedBump (L₀ * 3 ^ (j : ℕ)))) := by
    intro i j hij
    rw [Set.disjoint_left]
    intro r hi hj
    have h1 := (tsupport_dilatedBump (h0.trans_le (hs i)) hi).2
    have h2 := (tsupport_dilatedBump (h0.trans_le (hs j)) hj).1
    have h3 : (3 : ℝ) ^ ((i : ℕ) + 1) ≤ 3 ^ (j : ℕ) :=
      pow_le_pow_right₀ (by norm_num) (Nat.succ_le_of_lt hij)
    rw [pow_succ] at h3
    have h4 := mul_le_mul_of_nonneg_left h3 h0.le
    have h5 : 0 < L₀ * 3 ^ (i : ℕ) := h0.trans_le (hs i)
    linarith
  refine ⟨fun i => dilatedBump (L₀ * 3 ^ (i : ℕ)), fun i => ?_, fun i j hij => ?_⟩
  · obtain ⟨ht, he⟩ := h _ (hs i)
    refine ⟨ht, fun hz => ?_, he⟩
    have hz' : dilatedBump (L₀ * 3 ^ (i : ℕ)) = fun _ => 0 := hz
    rw [hz'] at he
    simp [radialEnergy] at he
  · rcases lt_or_gt_of_ne hij with hl | hl
    · exact hlt i j hl
    · exact (hlt j i hl).symm

/-- For trial functions with disjoint supports the energy of a linear combination is the sum of
the single energies weighted by the squared coefficients. -/
theorem radialEnergy_combination {v : ℝ → ℝ} {R : ℝ} {k : ℕ} {u : Fin k → ℝ → ℝ}
    (hR : 0 ≤ R) (hv : ContinuousOn v (Ioi 0)) (hu : ∀ i, IsTailTrial R (u i))
    (hd : Pairwise (fun i j => Disjoint (tsupport (u i)) (tsupport (u j))))
    (a : Fin k → ℝ) :
    radialEnergy v (fun r => ∑ i, a i * u i r) = ∑ i, a i ^ 2 * radialEnergy v (u i) := by
  have hsq : ∀ x : Fin k → ℝ, (∀ i j, i ≠ j → x i * x j = 0) →
      (∑ i, a i * x i) ^ 2 = ∑ i, a i ^ 2 * x i ^ 2 := by
    intro x hx
    rw [sq, Finset.sum_mul_sum]
    refine Finset.sum_congr rfl fun i _ => ?_
    rw [Finset.sum_eq_single i]
    · ring
    · intro j _ hj
      linear_combination a i * a j * hx i j hj.symm
    · intro h
      exact absurd (Finset.mem_univ i) h
  -- all cross terms of the energy density vanish pointwise
  have hdens : ∀ r, deriv (fun s => ∑ i, a i * u i s) r ^ 2 / 2 + v r * (∑ i, a i * u i r) ^ 2
      = ∑ i, a i ^ 2 * (deriv (u i) r ^ 2 / 2 + v r * u i r ^ 2) := by
    intro r
    have hder : deriv (fun s => ∑ i, a i * u i s) r = ∑ i, a i * deriv (u i) r :=
      (HasDerivAt.fun_sum fun i _ =>
        ((hu i).smooth.differentiable (by norm_num) r).hasDerivAt.const_mul (a i)).deriv
    have h1 : ∀ i j, i ≠ j → deriv (u i) r * deriv (u j) r = 0 := by
      intro i j hij
      by_contra h
      exact Set.disjoint_left.mp (hd hij)
        (support_deriv_subset (Function.mem_support.mpr (left_ne_zero_of_mul h)))
        (support_deriv_subset (Function.mem_support.mpr (right_ne_zero_of_mul h)))
    have h2 : ∀ i j, i ≠ j → u i r * u j r = 0 := by
      intro i j hij
      by_contra h
      exact Set.disjoint_left.mp (hd hij)
        (subset_tsupport _ (Function.mem_support.mpr (left_ne_zero_of_mul h)))
        (subset_tsupport _ (Function.mem_support.mpr (right_ne_zero_of_mul h)))
    rw [hder, hsq (fun i => deriv (u i) r) h1, hsq (fun i => u i r) h2, Finset.sum_div,
      Finset.mul_sum, ← Finset.sum_add_distrib]
    exact Finset.sum_congr rfl fun i _ => by ring
  unfold radialEnergy
  simp_rw [hdens]
  rw [MeasureTheory.integral_finsetSum _ fun i _ =>
    ((energy_density hR (hu i) hv).1.const_mul (a i ^ 2)).integrableOn]
  exact Finset.sum_congr rfl fun i _ => integral_const_mul _ _

/-- In a potential with an attractive Coulomb tail there are, for every `k`, `k` linearly
independent trial functions all of whose nonzero real combinations have negative energy. -/
theorem exists_negative_subspace {v : ℝ → ℝ} {c R : ℝ} (hc : 0 < c) (hR : 0 < R)
    (hv : ContinuousOn v (Ioi 0)) (hvc : ∀ r, R ≤ r → v r ≤ -c / r) (k : ℕ) :
    ∃ u : Fin k → ℝ → ℝ, (∀ i, IsTailTrial R (u i)) ∧ LinearIndependent ℝ u ∧
      ∀ a : Fin k → ℝ, a ≠ 0 → radialEnergy v (fun r => ∑ i, a i * u i r) < 0 := by
  obtain ⟨u, hu, hd⟩ := exists_disjoint_negative_trials hc hR hv hvc k
  have hneg : ∀ a : Fin k → ℝ, a ≠ 0 →
      radialEnergy v (fun r => ∑ i, a i * u i r) < 0 := by
    intro a ha
    obtain ⟨i, hi⟩ := Function.ne_iff.mp ha
    have hi' : a i ≠ 0 := hi
    rw [radialEnergy_combination hR.le hv (fun i => (hu i).1) hd a]
    calc _ < ∑ _i : Fin k, (0 : ℝ) := Finset.sum_lt_sum
          (fun j _ => mul_nonpos_of_nonneg_of_nonpos (sq_nonneg _) (hu j).2.2.le)
          ⟨i, Finset.mem_univ i, mul_neg_of_pos_of_neg (by positivity) (hu i).2.2⟩
      _ = 0 := by simp
  refine ⟨u, fun i => (hu i).1, ?_, hneg⟩
  rw [Fintype.linearIndependent_iff]
  intro a h
  by_contra hne
  have ha : a ≠ 0 := fun h0 => hne fun i => by simp [h0]
  have hz : (fun r => ∑ i, a i * u i r) = fun _ => 0 := by
    funext r
    simpa [Finset.sum_apply] using congrFun h r
  have hlt := hneg a ha
  rw [hz] at hlt
  simp [radialEnergy] at hlt

/-- In the inverse-square potential `-1/(8 r^2)`, `r > 0`, no trial function supported away
from the origin has negative energy. -/
theorem inverseSquare_energy_nonneg {u : ℝ → ℝ} (hu : IsTailTrial 0 u) :
    0 ≤ radialEnergy (fun r => -1 / (8 * r ^ 2)) u := by
  have hv : ContinuousOn (fun r : ℝ => -1 / (8 * r ^ 2)) (Ioi 0) :=
    ContinuousOn.div continuousOn_const (by fun_prop) fun r hr => by
      have h0 : 0 < r := mem_Ioi.mp hr
      positivity
  have hw1 : ContinuousOn (fun r : ℝ => r⁻¹) (Ioi 0) :=
    ContinuousOn.inv₀ continuousOn_id fun r hr => (mem_Ioi.mp hr).ne'
  have hc := hu.smooth.continuous
  have i0 := integrable_weight le_rfl hu (continuousOn_const (c := (1 / 4 : ℝ)) |>.mul hw1) hc
  have i1 := integrable_weight le_rfl hu (continuousOn_const (c := (1 / 2 : ℝ)) |>.mul hw1)
    (hu.smooth.continuous_deriv (by norm_num))
  have i2 := integrable_weight le_rfl hu
    (continuousOn_const (c := (1 / 4 : ℝ)) |>.mul (hw1.pow 2)) hc
  -- the total derivative of u^2/(4r)
  have hder : ∀ r, HasDerivAt (fun s => 1 / 4 * s⁻¹ * (u s * u s))
      (1 / 2 * r⁻¹ * (u r * deriv u r) - 1 / 4 * r⁻¹ ^ 2 * (u r * u r)) r := by
    intro r
    by_cases hr : 0 < r
    · have hD := (hu.smooth.differentiable (by norm_num) r).hasDerivAt
      refine (((hasDerivAt_inv hr.ne').const_mul (1 / 4)).fun_mul
        (hD.fun_mul hD)).congr_deriv ?_
      ring
    · have he := notMem_tsupport_iff_eventuallyEq.mp fun h => hr (mem_Ioi.mp (hu.tail h))
      have h0 : u r = 0 := he.eq_of_nhds
      have hz : (fun s => 1 / 4 * s⁻¹ * (u s * u s)) =ᶠ[𝓝 r] fun _ => 0 := by
        filter_upwards [he] with s hs
        simp [hs]
      exact ((hasDerivAt_const r (0 : ℝ)).congr_of_eventuallyEq hz).congr_deriv (by simp [h0])
  have hz := integral_eq_zero_of_hasDerivAt_of_integrable hder (i1.sub i2) i0
  -- the remainder of the energy density is a perfect square
  have hpt : ∀ r, 1 / 2 * r⁻¹ * (u r * deriv u r) - 1 / 4 * r⁻¹ ^ 2 * (u r * u r) ≤
      deriv u r ^ 2 / 2 + -1 / (8 * r ^ 2) * u r ^ 2 := by
    intro r
    refine sub_nonneg.mp ?_
    calc 0 ≤ 1 / 2 * (deriv u r - 1 / 2 * r⁻¹ * u r) ^ 2 := by positivity
      _ = _ := by ring
  obtain ⟨hint, heq⟩ := energy_density le_rfl hu hv
  rw [heq]
  exact hz.symm.le.trans (integral_mono (i1.sub i2) hint hpt)

end

end RydbergTail
```

```lean
#print axioms RydbergTail.exists_disjoint_negative_trials
#print axioms RydbergTail.exists_negative_subspace
#print axioms RydbergTail.inverseSquare_energy_nonneg
```

```
'RydbergTail.exists_disjoint_negative_trials' depends on axioms: [propext, Classical.choice, Quot.sound]
'RydbergTail.exists_negative_subspace' depends on axioms: [propext, Classical.choice, Quot.sound]
'RydbergTail.inverseSquare_energy_nonneg' depends on axioms: [propext, Classical.choice, Quot.sound]
```

## How the proof follows the derivation

`integrable_sq` and `integrable_weight` supply integrability. The second uses that \(u\) vanishes near every point where \(v\) might be discontinuous. `energy_density` then replaces the half-line integral by one over the whole line, where rescaling is simple.

In `dilatedBump_energy_neg`, `hpt` is the pointwise bound on the energy density. `integral_mono` integrates it, and `Measure.integral_comp_div` produces the factor \(L\) from the substitution. The inequality `hAL` makes the result negative.

`exists_disjoint_negative_trials` separates the shells in `hlt`; its functions are nonzero because the zero function has energy zero. In `radialEnergy_combination`, `hsq` removes the cross terms from a squared sum and `hdens` applies this to both parts of the energy density. `exists_negative_subspace` adds the nonpositive terms, at least one of them strictly negative, and obtains independence as above.

For the inverse-square potential, `hder` gives the derivative of \(u^2/(4r)\), `hz` says that it integrates to zero, and `hpt` uses the square to show that the energy density is nowhere smaller.
